# For ε(q) = 1 + 1/(1/(ε₀−1) + a q² + b q⁴) with ε₀ > 1 and a, b > 0, a positive-weight average of 1/ε(q) exceeds 1/ε₀ unless every q is zero

Without a definite sign for the difference between 1/ε₀ and an average of 1/ε(q), I can't tell whether a global hybrid with exchange fraction 1/ε₀ carries too little or too much exact exchange compared with the wave-vector-dependent screening it replaces. For the model dielectric function in the title, I expect 1/ε(q) to rise strictly from 1/ε₀ towards 1 on q ≥ 0. Any finite average with positive weights that includes some q > 0 should then lie strictly above 1/ε₀. Can this be made rigorous and machine-checked?

## The excess over 1/ε₀ has a closed form

Yes, and a ≥ 0 with b > 0 is enough. Write

D(q) = 1/(ε₀−1) + a q² + b q⁴.

This is positive, so ε = 1 + 1/D = (1 + D)/D, and

1/ε(q) = D/(1 + D) = 1 − 1/(1 + D(q)).

To compare with the static value, set x = a q² + b q⁴. Since 1 + 1/(ε₀−1) = ε₀/(ε₀−1), we have

(1 − 1/ε₀)(1 + D) = 1 + (1 − 1/ε₀) x.

Therefore

1/ε(q) − 1/ε₀ = (1 − 1/ε₀) − 1/(1 + D) = (1 − 1/ε₀) x/(1 + D).

The right-hand side is zero at q = 0 and positive at every other q.

**Monotonicity and limit.** If 0 ≤ q < q′, then D(q) < D(q′) because b > 0. So 1/(1 + D) falls and 1/ε rises. For large q,

q⁴ (1 − 1/ε(q)) = 1/[(1 + 1/(ε₀−1))/q⁴ + a/q² + b] → 1/b.

Multiplying by 1/q⁴ gives 1 − 1/ε(q) → 0.

**Averages.** Take weights wᵢ ≥ 0 with sum W > 0, and let M = (1/W) Σ wᵢ/ε(qᵢ). Then

M − 1/ε₀ = (1/W) Σ wᵢ [1/ε(qᵢ) − 1/ε₀],

1 − M = (1/W) Σ wᵢ/(1 + D(qᵢ)).

No term of the first sum is negative, and a term is positive exactly when wᵢ > 0 and qᵢ ≠ 0. So M ≥ 1/ε₀, with equality only if all the weight sits at q = 0. The second sum is always positive, so M < 1.

**An effective wave vector.** If M > 1/ε₀, then M lies strictly between the value of 1/ε at zero and its limit. By continuity, 1/ε(k) = M for some k > 0, and strict monotonicity makes k unique.

## Where the average occurs in a plane-wave code

The exchange energy is, up to sign and a common prefactor, a sum of |ρ|² · 4π/q² over pairs of occupied orbitals with the same spin and over wave vectors q. Here ρ is the Fourier component of the pair density, and the divergent q = 0 term is treated separately. Screening multiplies each term by 1/ε(q). For fixed orbitals, the ratio of screened to bare exchange over the nonzero wave vectors is therefore an average of the kind above, and in this isotropic model a constant fraction 1/ε₀ underestimates it. When 1 − 1/ε is needed at large q, computing it as 1/(1 + D) avoids subtracting two nearly equal numbers.

## What the Lean definitions and hypotheses say

`screeningDenominator` is D, `dielectric` is ε, and `exchangeFraction` is 1/ε. All arguments are real numbers, and q is a scalar that may have either sign. `meanFraction` is M: it sums over a finite set `s` and divides by the total weight, so the weights need not add up to one.

The hypothesis `1 < ε₀` says that the material screens a static, long-wavelength field. The parameters a and b set how quickly screening fades with wave vector. The condition `0 < b` stands for the short-wavelength regime, where the electrons' kinetic energy limits their response and 1 − 1/ε falls off as 1/q⁴.

Every lemma and theorem assumes ε₀ > 1, a ≥ 0 and b > 0, also where its docstring doesn't repeat this. The theorems state the following:

- `fraction_excess` is the closed form for the excess, and `static_le_fraction` is the bound with its equality case.
- `fraction_strictMonoOn` is strict increase on q ≥ 0.
- `fraction_tail` and `fraction_tendsto_one` are the two limits.
- `mean_fraction_bounds` puts M strictly between 1/ε₀ and 1, given nonnegative weights and at least one positive weight at a nonzero q.
- `mean_fraction_eq_static_iff` says, for nonnegative weights of positive sum, that M = 1/ε₀ exactly when every positive weight sits at q = 0.
- `exists_unique_effective_wavevector` gives the unique k > 0.

The form of ε(q) is assumed and not derived from a response calculation. Anisotropy, local fields and frequency dependence are absent, the averages are finite sums and not integrals, and the weights are given. Nothing is stated about band gaps or about orbitals that relax when the functional changes.

```lean
import Mathlib

open Filter Topology

namespace DielectricDependentHybrid

noncomputable section

/-- The denominator `1/(ε₀-1) + a q² + b q⁴` of the model susceptibility, for `ε₀ ≠ 1`. -/
def screeningDenominator (ε₀ a b q : ℝ) : ℝ := 1 / (ε₀ - 1) + a * q ^ 2 + b * q ^ 4

/-- The model dielectric function `ε(q)` with static constant `ε₀`, for `ε₀ > 1` and
`a, b ≥ 0`. -/
def dielectric (ε₀ a b q : ℝ) : ℝ := 1 + 1 / screeningDenominator ε₀ a b q

/-- The fraction `1/ε(q)` of exact exchange at wave vector `q`, for `ε₀ > 1` and `a, b ≥ 0`. -/
def exchangeFraction (ε₀ a b q : ℝ) : ℝ := 1 / dielectric ε₀ a b q

/-- The average of `1/ε` over finitely many wave vectors `q i` with weights `w i`, for weights
of nonzero sum. -/
def meanFraction {ι : Type*} (ε₀ a b : ℝ) (s : Finset ι) (w q : ι → ℝ) : ℝ :=
  (∑ i ∈ s, w i * exchangeFraction ε₀ a b (q i)) / ∑ i ∈ s, w i

variable {ε₀ a b : ℝ}

/-- The denominator of the model susceptibility is positive at every wave vector. -/
lemma denominator_pos (h : 1 < ε₀) (ha : 0 ≤ a) (hb : 0 < b) (q : ℝ) :
    0 < screeningDenominator ε₀ a b q := by
  have h1 : 0 < 1 / (ε₀ - 1) := one_div_pos.mpr (sub_pos.mpr h)
  have h2 : 0 ≤ a * q ^ 2 := by positivity
  have h3 : 0 ≤ b * q ^ 4 := by positivity
  unfold screeningDenominator
  linarith

/-- The exchange fraction is `1 - 1/(1 + D)`, where `D` is the denominator of the model
susceptibility. -/
lemma fraction_eq (h : 1 < ε₀) (ha : 0 ≤ a) (hb : 0 < b) (q : ℝ) :
    exchangeFraction ε₀ a b q = 1 - 1 / (1 + screeningDenominator ε₀ a b q) := by
  have key : ∀ d : ℝ, 0 < d → 1 / (1 + 1 / d) = 1 - 1 / (1 + d) := by
    intro d hd
    have h1 : 1 + 1 / d = (1 + d) / d := by
      rw [eq_div_iff hd.ne', add_mul, one_mul, one_div_mul_cancel hd.ne', add_comm]
    have h2 : 1 + d ≠ 0 := by positivity
    rw [h1, one_div_div, eq_sub_iff_add_eq, ← add_div, add_comm d 1]
    exact div_self h2
  exact key _ (denominator_pos h ha hb q)

/-- The exact excess of the exchange fraction at wave vector `q` over the static value `1/ε₀`. -/
theorem fraction_excess (h : 1 < ε₀) (ha : 0 ≤ a) (hb : 0 < b) (q : ℝ) :
    exchangeFraction ε₀ a b q - 1 / ε₀ =
      (1 - 1 / ε₀) * (a * q ^ 2 + b * q ^ 4) / (1 + screeningDenominator ε₀ a b q) := by
  have hD := denominator_pos h ha hb q
  have hn : 1 + screeningDenominator ε₀ a b q ≠ 0 := by positivity
  have e1 : 1 / ε₀ * ε₀ = 1 := one_div_mul_cancel (by linarith)
  have e2 : 1 / (ε₀ - 1) * (ε₀ - 1) = 1 := one_div_mul_cancel (sub_pos.mpr h).ne'
  have hc : (1 - 1 / ε₀) * (1 + 1 / (ε₀ - 1)) = 1 := by
    linear_combination (1 / ε₀) * e2 - (1 / (ε₀ - 1)) * e1
  have hu := one_div_mul_cancel hn
  have hd : screeningDenominator ε₀ a b q = 1 / (ε₀ - 1) + a * q ^ 2 + b * q ^ 4 := rfl
  rw [fraction_eq h ha hb, eq_div_iff hn]
  linear_combination hc - hu + (1 - 1 / ε₀) * hd

/-- The exchange fraction is never below `1/ε₀`, and equals it only at zero wave vector. -/
theorem static_le_fraction (h : 1 < ε₀) (ha : 0 ≤ a) (hb : 0 < b) (q : ℝ) :
    1 / ε₀ ≤ exchangeFraction ε₀ a b q ∧ (exchangeFraction ε₀ a b q = 1 / ε₀ ↔ q = 0) := by
  have hzero : exchangeFraction ε₀ a b 0 = 1 / ε₀ := by
    have e := fraction_excess h ha hb 0
    have z : (1 - 1 / ε₀) * (a * 0 ^ 2 + b * 0 ^ 4) /
        (1 + screeningDenominator ε₀ a b 0) = 0 := by simp
    linarith
  have hpos : q ≠ 0 → 1 / ε₀ < exchangeFraction ε₀ a b q := by
    intro hq
    have e := fraction_excess h ha hb q
    have hD := denominator_pos h ha hb q
    have ht : 0 < 1 - 1 / ε₀ := sub_pos.mpr ((div_lt_one (by linarith)).mpr h)
    have hx : 0 < a * q ^ 2 + b * q ^ 4 := by positivity
    have hr := div_pos (mul_pos ht hx) (add_pos one_pos hD)
    linarith
  by_cases hq : q = 0
  · rw [hq]
    exact ⟨hzero.ge, fun _ => rfl, fun _ => hzero⟩
  · exact ⟨(hpos hq).le, fun e => absurd e (hpos hq).ne', fun e => absurd e hq⟩

/-- The exchange fraction increases strictly with the wave vector on `q ≥ 0`. -/
theorem fraction_strictMonoOn (h : 1 < ε₀) (ha : 0 ≤ a) (hb : 0 < b) :
    StrictMonoOn (exchangeFraction ε₀ a b) (Set.Ici 0) := by
  intro x hx y _ hxy
  have hx0 : 0 ≤ x := hx
  have h2 : x ^ 2 ≤ y ^ 2 := by gcongr
  have h4 : x ^ 4 < y ^ 4 := by gcongr
  have hD : screeningDenominator ε₀ a b x < screeningDenominator ε₀ a b y := by
    have := mul_le_mul_of_nonneg_left h2 ha
    have := mul_lt_mul_of_pos_left h4 hb
    unfold screeningDenominator
    linarith
  have hp := denominator_pos h ha hb x
  rw [fraction_eq h ha hb, fraction_eq h ha hb]
  have := one_div_lt_one_div_of_lt (add_pos one_pos hp) (by linarith :
    1 + screeningDenominator ε₀ a b x < 1 + screeningDenominator ε₀ a b y)
  linarith

/-- At large wave vector the missing exchange `1 - 1/ε(q)` decays as `1/(b q⁴)`. -/
theorem fraction_tail (h : 1 < ε₀) (ha : 0 ≤ a) (hb : 0 < b) :
    Tendsto (fun q => q ^ 4 * (1 - exchangeFraction ε₀ a b q)) atTop (𝓝 (1 / b)) := by
  have t : Tendsto (fun q : ℝ => q⁻¹) atTop (𝓝 0) := tendsto_inv_atTop_zero
  have l := (((t.pow 4).const_mul (1 + 1 / (ε₀ - 1))).add ((t.pow 2).const_mul a)).add_const b
  have h0 : (1 + 1 / (ε₀ - 1)) * (0 : ℝ) ^ 4 + a * (0 : ℝ) ^ 2 + b = b := by ring
  rw [h0] at l
  rw [one_div]
  refine (l.inv₀ hb.ne').congr' ?_
  filter_upwards [eventually_gt_atTop (0 : ℝ)] with q hq
  have hi : q⁻¹ * q = 1 := inv_mul_cancel₀ hq.ne'
  -- divide the denominator by its leading power
  have hE : (1 + 1 / (ε₀ - 1)) * q⁻¹ ^ 4 + a * q⁻¹ ^ 2 + b =
      (1 + screeningDenominator ε₀ a b q) / q ^ 4 := by
    rw [eq_div_iff (pow_pos hq 4).ne']
    calc _ = (1 + 1 / (ε₀ - 1)) * (q⁻¹ * q) ^ 4 + a * (q⁻¹ * q) ^ 2 * q ^ 2 + b * q ^ 4 := by
          ring
      _ = _ := by rw [hi]; unfold screeningDenominator; ring
  calc ((1 + 1 / (ε₀ - 1)) * q⁻¹ ^ 4 + a * q⁻¹ ^ 2 + b)⁻¹
      = ((1 + screeningDenominator ε₀ a b q) / q ^ 4)⁻¹ := by rw [hE]
    _ = q ^ 4 * (1 - exchangeFraction ε₀ a b q) := by
        rw [fraction_eq h ha hb, inv_div]; ring

/-- The exchange fraction tends to one at large wave vector. -/
theorem fraction_tendsto_one (h : 1 < ε₀) (ha : 0 ≤ a) (hb : 0 < b) :
    Tendsto (exchangeFraction ε₀ a b) atTop (𝓝 1) := by
  have t : Tendsto (fun q : ℝ => q⁻¹) atTop (𝓝 0) := tendsto_inv_atTop_zero
  have l := ((t.pow 4).mul (fraction_tail h ha hb)).const_sub 1
  have h0 : 1 - (0 : ℝ) ^ 4 * (1 / b) = 1 := by ring
  rw [h0] at l
  refine l.congr' ?_
  filter_upwards [eventually_gt_atTop (0 : ℝ)] with q hq
  have hi : q⁻¹ ^ 4 * q ^ 4 = 1 := by rw [← mul_pow, inv_mul_cancel₀ hq.ne', one_pow]
  rw [← mul_assoc, hi]
  ring

/-- An average of `1/ε` with nonnegative weights, one of them positive at a nonzero wave vector,
lies strictly between `1/ε₀` and one. -/
theorem mean_fraction_bounds {ι : Type*} (h : 1 < ε₀) (ha : 0 ≤ a) (hb : 0 < b)
    (s : Finset ι) (w q : ι → ℝ) (hw : ∀ i ∈ s, 0 ≤ w i)
    (hq : ∃ i ∈ s, 0 < w i ∧ q i ≠ 0) :
    1 / ε₀ < meanFraction ε₀ a b s w q ∧ meanFraction ε₀ a b s w q < 1 := by
  obtain ⟨j, hj, hwj, hqj⟩ := hq
  have hW : 0 < ∑ i ∈ s, w i := Finset.sum_pos' hw ⟨j, hj, hwj⟩
  have hlt : ∀ k, exchangeFraction ε₀ a b k < 1 := by
    intro k
    have := one_div_pos.mpr (add_pos one_pos (denominator_pos h ha hb k))
    rw [fraction_eq h ha hb]
    linarith
  unfold meanFraction
  constructor
  · rw [lt_div_iff₀ hW, Finset.mul_sum]
    refine Finset.sum_lt_sum (fun i hi => ?_) ⟨j, hj, ?_⟩
    · have := mul_le_mul_of_nonneg_left (static_le_fraction h ha hb (q i)).1 (hw i hi)
      linarith
    · have hs := static_le_fraction h ha hb (q j)
      have hl := lt_of_le_of_ne hs.1 (fun e => hqj (hs.2.mp e.symm))
      have := mul_lt_mul_of_pos_left hl hwj
      linarith
  · rw [div_lt_one hW]
    refine Finset.sum_lt_sum (fun i hi => ?_) ⟨j, hj, ?_⟩
    · have := mul_le_mul_of_nonneg_left (hlt (q i)).le (hw i hi)
      linarith
    · have := mul_lt_mul_of_pos_left (hlt (q j)) hwj
      linarith

/-- For nonnegative weights of positive sum, the average of `1/ε` equals `1/ε₀` exactly when all the
weight sits at zero wave vector. -/
theorem mean_fraction_eq_static_iff {ι : Type*} (h : 1 < ε₀) (ha : 0 ≤ a) (hb : 0 < b)
    (s : Finset ι) (w q : ι → ℝ) (hw : ∀ i ∈ s, 0 ≤ w i) (hW : 0 < ∑ i ∈ s, w i) :
    meanFraction ε₀ a b s w q = 1 / ε₀ ↔ ∀ i ∈ s, 0 < w i → q i = 0 := by
  constructor
  · intro e i hi hwi
    by_contra hq
    exact (mean_fraction_bounds h ha hb s w q hw ⟨i, hi, hwi, hq⟩).1.ne' e
  · intro hz
    rw [meanFraction, div_eq_iff hW.ne', Finset.mul_sum]
    refine Finset.sum_congr rfl (fun i hi => ?_)
    rcases (hw i hi).eq_or_lt with h0 | h0
    · rw [← h0, zero_mul, mul_zero]
    · rw [(static_le_fraction h ha hb (q i)).2.mpr (hz i hi h0), mul_comm]

/-- An average of `1/ε` with nonnegative weights, one of them positive at a nonzero wave vector, is
the value of `1/ε` at exactly one positive wave vector. -/
theorem exists_unique_effective_wavevector {ι : Type*} (h : 1 < ε₀) (ha : 0 ≤ a) (hb : 0 < b)
    (s : Finset ι) (w q : ι → ℝ) (hw : ∀ i ∈ s, 0 ≤ w i)
    (hq : ∃ i ∈ s, 0 < w i ∧ q i ≠ 0) :
    ∃! k : ℝ, 0 < k ∧ exchangeFraction ε₀ a b k = meanFraction ε₀ a b s w q := by
  obtain ⟨hlo, hhi⟩ := mean_fraction_bounds h ha hb s w q hw hq
  have hz := (static_le_fraction h ha hb 0).2.mpr rfl
  have hc : Continuous (exchangeFraction ε₀ a b) := by
    have hD : Continuous (fun k => screeningDenominator ε₀ a b k) := by
      unfold screeningDenominator
      fun_prop
    rw [funext (fraction_eq h ha hb)]
    exact continuous_const.sub (continuous_const.div (continuous_const.add hD)
      (fun k => (add_pos one_pos (denominator_pos h ha hb k)).ne'))
  -- the fraction exceeds the average at some large K, so it is attained in between
  obtain ⟨K, hK, hK0⟩ := (((fraction_tendsto_one h ha hb).eventually (lt_mem_nhds hhi)).and
    (eventually_gt_atTop (0 : ℝ))).exists
  obtain ⟨k, hk, hfk⟩ := intermediate_value_Icc hK0.le hc.continuousOn
    ⟨hz.le.trans hlo.le, hK.le⟩
  have hk0 : k ≠ 0 := by
    intro e
    rw [e, hz] at hfk
    exact hlo.ne hfk
  refine ⟨k, ⟨lt_of_le_of_ne hk.1 hk0.symm, hfk⟩, ?_⟩
  rintro y ⟨hy, hfy⟩
  exact (fraction_strictMonoOn h ha hb).injOn (Set.mem_Ici.mpr hy.le)
    (Set.mem_Ici.mpr hk.1) (hfy.trans hfk.symm)

end

end DielectricDependentHybrid
```

```lean
#print axioms DielectricDependentHybrid.mean_fraction_eq_static_iff
#print axioms DielectricDependentHybrid.exists_unique_effective_wavevector
```

```
'DielectricDependentHybrid.mean_fraction_eq_static_iff' depends on axioms: [propext, Classical.choice, Quot.sound]
'DielectricDependentHybrid.exists_unique_effective_wavevector' depends on axioms: [propext, Classical.choice, Quot.sound]
```

## How the proof follows the algebra

`denominator_pos` supplies D > 0, and `fraction_eq` rewrites 1/ε as 1 − 1/(1 + D). In `fraction_excess`, the intermediate fact `hc` is the identity (1 − 1/ε₀)(1 + 1/(ε₀−1)) = 1. After multiplication by 1 + D, `linear_combination` finishes the calculation.

For monotonicity, `gcongr` compares the powers of q and `one_div_lt_one_div_of_lt` reverses the inequality for the reciprocals. `fraction_tail` first takes the limit of the bracket written in powers of `q⁻¹`, then inverts it. The identification with q⁴(1 − 1/ε) is needed only for q > 0, which `filter_upwards` provides. `fraction_tendsto_one` multiplies that result by `q⁻¹ ^ 4`.

`mean_fraction_bounds` clears the positive total weight and applies `Finset.sum_lt_sum`: every term satisfies the weak inequality, and the term `j` satisfies the strict one. In `mean_fraction_eq_static_iff`, a positive weight at nonzero q would contradict this strict bound. Conversely, each term either has zero weight or takes the static value.

For the effective wave vector, the limit yields a `K` > 0 where 1/ε exceeds M. `intermediate_value_Icc` then finds k between 0 and `K`, the strict lower bound excludes k = 0, and injectivity from `fraction_strictMonoOn` gives uniqueness.
